# Injectivity of the stiffness operator of a closed harmonic ring polymer with on-site coefficient 2 cosh θ, θ > 0

A closed harmonic ring polymer of P > 0 beads is described by real displacements x_j, labelled by the integers and periodic with period P. Its stiffness operator sends x to the configuration with entries 2 cosh θ · x_j − x_{j+1} − x_{j−1}. The lemma says that, for θ > 0, two such configurations with the same image under this operator are equal. The attempt applies a maximum principle, proved earlier in the file, to x − y and to y − x, so that neither difference is positive at any bead, and then combines the two inequalities.

The first attempt, which Lean rejects:

```lean
import Mathlib

open Finset

namespace RingPolymerCorrelation

noncomputable section

/-- The stiffness operator of the harmonic ring polymer: each bead is coupled to its two
neighbours, with on-site coefficient `2 cosh θ`. -/
def stiffness (θ : ℝ) (x : ℤ → ℝ) (j : ℤ) : ℝ :=
  2 * Real.cosh θ * x j - x (j + 1) - x (j - 1)

variable {P : ℕ} {θ : ℝ}

/-- On a closed ring the value at a bead depends only on its label modulo `P`. -/
theorem periodic_emod {x : ℤ → ℝ} (hx : Function.Periodic x (P : ℤ)) (j : ℤ) :
    x (j % (P : ℤ)) = x j := by
  have h : x (j - (j / (P : ℤ)) • (P : ℤ)) = x j := hx.sub_zsmul_eq _
  rw [smul_eq_mul, mul_comm, ← Int.emod_def] at h
  exact h

/-- Maximum principle: a ring configuration on which the stiffness operator is nowhere
positive is itself nowhere positive. -/
theorem nonpos_of_stiffness_nonpos (hθ : 0 < θ) (hP : 0 < P) {x : ℤ → ℝ}
    (hx : Function.Periodic x (P : ℤ)) (h : ∀ j, stiffness θ x j ≤ 0) (j : ℤ) :
    x j ≤ 0 := by
  have hP' : (0 : ℤ) < P := by exact_mod_cast hP
  -- the bead with the largest displacement
  obtain ⟨m, -, hm⟩ := Finset.exists_max_image (Finset.Ico (0 : ℤ) P) x
    ⟨0, Finset.mem_Ico.2 ⟨le_refl _, hP'⟩⟩
  have hmax : ∀ i, x i ≤ x m := fun i =>
    (periodic_emod hx i).symm.le.trans (hm _ (Finset.mem_Ico.2
      ⟨Int.emod_nonneg _ hP'.ne', Int.emod_lt_of_pos _ hP'⟩))
  have hc : 1 < Real.cosh θ := Real.one_lt_cosh.2 hθ.ne'
  have h0 := h m
  unfold stiffness at h0
  have hm0 : x m ≤ 0 := by
    by_contra hneg
    nlinarith [hmax (m + 1), hmax (m - 1), mul_pos (sub_pos.2 hc) (not_le.1 hneg)]
  exact (hmax j).trans hm0

/-- Two ring configurations with the same image under the stiffness operator coincide. -/
theorem eq_of_stiffness_eq (hθ : 0 < θ) (hP : 0 < P) {x y : ℤ → ℝ}
    (hx : Function.Periodic x (P : ℤ)) (hy : Function.Periodic y (P : ℤ))
    (h : ∀ j, stiffness θ x j = stiffness θ y j) : x = y := by
  funext j
  have h1 := nonpos_of_stiffness_nonpos hθ hP (x := fun i => x i - y i)
    (fun i => by simp only [hx i, hy i])
    (fun i => by have := h i; simp only [stiffness] at this ⊢; linarith) j
  have h2 := nonpos_of_stiffness_nonpos hθ hP (x := fun i => y i - x i)
    (fun i => by simp only [hx i, hy i])
    (fun i => by have := h i; simp only [stiffness] at this ⊢; linarith) j
  simp only at h1 h2
  linarith

end

end RingPolymerCorrelation
```

Compiling this gives:

```
Main.lean:54:2: error: `simp` made no progress
```

The message means that `simp only at h1 h2` found nothing to change in either hypothesis, which `simp` treats as an error. The line gives no lemmas to rewrite with, so all it could usefully do here was tidy the form of the hypotheses, turning an applied function such as `(fun i => x i - y i) j` into `x j - y j`. But Lean had already done this reduction when it put the given function for `x` into the conclusion of `nonpos_of_stiffness_nonpos` and inferred the types of `h1` and `h2`. They already read `x j - y j ≤ 0` and `y j - x j ≤ 0`.

The diff deletes the line, and that is the whole cure. The `linarith` that follows can use the two inequalities as they stand to prove `x j = y j`. The mathematical argument is unchanged.

The mended proof, as a diff:

```diff
@@ -52,5 +52,4 @@
     (fun i => by simp only [hx i, hy i])
     (fun i => by have := h i; simp only [stiffness] at this ⊢; linarith) j
-  simp only at h1 h2
   linarith
 
```
